# Lorentzian broadening of finitely many real poles preserves the total spectral weight

Let $k$ run over a finite index set, possibly empty. To each $k$ belong a real pole energy $e_k$ and a real weight $a_k$. The Green's function in Lehmann form is

$$G(z)=\sum_k \frac{a_k}{z-e_k},\qquad z\in\mathbb C,\quad z\neq e_k\ \text{for all }k,$$

and for a real energy $x$ and a real broadening $\eta$ the spectral function is

$$A_\eta(x)=-\frac1\pi\,\operatorname{Im}G(x+i\eta).$$

Energies and $\eta$ are in the same unit, with $\hbar=1$. For $\eta>0$ the function is evaluated above the real axis, which is the retarded convention: in the time domain it corresponds to damping the propagator by a factor $e^{-\eta t}$. The number $\eta$ is put in by hand and is the same for every pole. It stands for a finite energy resolution or a uniform decay rate, and is not a lifetime computed from interactions.

The sum rule states that for every $\eta>0$ the function $A_\eta$ is integrable over $\mathbb R$ and

$$\int_{-\infty}^{\infty}A_\eta(x)\,dx=\sum_k a_k .$$

When $A_\eta$ is plotted for a finite cluster or a finite basis set with an artificial width $\eta$, the total area under the curve therefore does not depend on the width chosen, provided that the whole energy axis is counted.

## The Green's function and its spectral function

In Lean the index set is a type `ι` with finitely many elements, and the weights and poles are functions `a e : ι → ℝ`.

```lean
import Mathlib

open MeasureTheory Filter
open scoped Real Topology

namespace LorentzianBroadening

noncomputable section

variable {ι : Type*} [Fintype ι]
```

The argument `z` is complex, so the real numbers $a_k$ and $e_k$ are cast into `ℂ`. Nothing requires the poles to be distinct or the weights to be positive. Degenerate levels may be listed separately, and off-diagonal elements of a Green's function, whose weights can have either sign, are included as long as those weights are real.

```lean
/-- The Green's function in Lehmann form, with real poles `e k` and real weights `a k`. -/
def greensFunction (a e : ι → ℝ) (z : ℂ) : ℂ :=
  ∑ k, (a k : ℂ) / (z - (e k : ℂ))
```

The spectral function is defined from the imaginary part of $G$, with `.im` for $\operatorname{Im}$ and `Complex.I` for $i$. That it is a sum of Lorentzians is thus something to be derived.

```lean
/-- The broadened spectral function: `-1/π` times the imaginary part of the Green's function
at distance `η` from the real axis. -/
def spectralFunction (a e : ι → ℝ) (η x : ℝ) : ℝ :=
  -(1 / π) * (greensFunction a e ((x : ℂ) + (η : ℂ) * Complex.I)).im
```

The line shape that will appear is the normalised Lorentzian of half-width $\eta$ at half maximum,

$$L_\eta(x)=\frac{\eta}{\pi\,(x^2+\eta^2)} .$$

```lean
/-- The Lorentzian line shape of half-width `η` centred at zero. -/
def lorentzian (η x : ℝ) : ℝ := η / (π * (x ^ 2 + η ^ 2))
```

## The imaginary part, pole by pole

The imaginary part of a finite sum is the sum of the imaginary parts. For one term, multiply numerator and denominator by the complex conjugate of the denominator:

$$\frac{a_k}{x-e_k+i\eta}=\frac{a_k\,(x-e_k-i\eta)}{(x-e_k)^2+\eta^2},
\qquad
\operatorname{Im}\frac{a_k}{x-e_k+i\eta}=-\frac{a_k\,\eta}{(x-e_k)^2+\eta^2}.$$

The prefactor $-1/\pi$ cancels the minus sign, and

$$A_\eta(x)=\sum_k a_k\,L_\eta(x-e_k).$$

```lean
/-- The broadened spectral function is a sum of Lorentzians centred at the poles, each
multiplied by the weight of its pole. -/
theorem spectralFunction_eq_sum (a e : ι → ℝ) (η x : ℝ) :
    spectralFunction a e η x = ∑ k, a k * lorentzian η (x - e k) := by
  unfold spectralFunction greensFunction lorentzian
  rw [Complex.im_sum, Finset.mul_sum]
  refine Finset.sum_congr rfl fun k _ => ?_
  have hre : ((x : ℂ) + (η : ℂ) * Complex.I - (e k : ℂ)).re = x - e k := by simp
  have him : ((x : ℂ) + (η : ℂ) * Complex.I - (e k : ℂ)).im = η := by simp
  rw [Complex.div_im, Complex.normSq_apply, hre, him, Complex.ofReal_re, Complex.ofReal_im,
    ← div_div]
  ring
```

The proof follows the same order. `Complex.im_sum` takes the imaginary part inside the sum, and `Finset.sum_congr` reduces the claim to a single $k$. The facts `hre` and `him` record that the denominator has real part $x-e_k$ and imaginary part $\eta$. `Complex.div_im` is the formula for the imaginary part of a quotient, and `ring` finishes the algebra. The sign of $\eta$ plays no role here. The calculation on paper requires a nonzero denominator, which $\eta\neq0$ guarantees. For $\eta=0$ both sides of the Lean statement are $0$, even at a pole, because Lean sets division by zero to $0$.

## One Lorentzian has unit area

For $\eta>0$, taking $\eta^2$ out of the denominator gives

$$L_\eta(x)=\frac{\eta}{\pi\,\eta^2\,\bigl(1+(x/\eta)^2\bigr)}=\frac{1}{\pi\eta}\,\frac{1}{1+(x/\eta)^2}.$$

```lean
/-- A Lorentzian is a rescaled copy of the standard profile `1 / (1 + y ^ 2)`. -/
theorem lorentzian_eq {η : ℝ} (hη : 0 < η) (x : ℝ) :
    lorentzian η x = (1 / (π * η)) * (1 + (x / η) ^ 2)⁻¹ := by
  have hs : x ^ 2 + η ^ 2 ≠ 0 := by positivity
  have hπ : π ≠ 0 := Real.pi_ne_zero
  have h : 1 + (x / η) ^ 2 = (x ^ 2 + η ^ 2) / η ^ 2 := by
    field_simp
    ring
  rw [h, inv_div, lorentzian]
  field_simp
```

The profile $1/(1+y^2)$ is integrable over the real line, and since its antiderivative $\arctan y$ runs from $-\pi/2$ to $\pi/2$, its area is $\pi$. With $x=\eta y$ and $dx=\eta\,dy$,

$$\int_{-\infty}^{\infty}L_\eta(x)\,dx=\frac{1}{\pi\eta}\,\eta\int_{-\infty}^{\infty}\frac{dy}{1+y^2}=\frac1\pi\,\pi=1 .$$

```lean
/-- A Lorentzian of positive width is integrable over the real line and has unit area. -/
theorem lorentzian_unit_area {η : ℝ} (hη : 0 < η) :
    Integrable (lorentzian η) ∧ ∫ x, lorentzian η x = 1 := by
  constructor
  · have h : Integrable (fun x : ℝ => (1 / (π * η)) * (1 + (x / η) ^ 2)⁻¹) :=
      (integrable_inv_one_add_sq.comp_div hη.ne').const_mul _
    rw [show lorentzian η = _ from funext (lorentzian_eq hη)]
    exact h
  · -- the change of variable y = x / η
    have h : ∫ x : ℝ, (1 + (x / η) ^ 2)⁻¹ = |η| • ∫ y : ℝ, (1 + y ^ 2)⁻¹ :=
      Measure.integral_comp_div (fun y : ℝ => (1 + y ^ 2)⁻¹) η
    have hπ : π ≠ 0 := Real.pi_ne_zero
    simp_rw [lorentzian_eq hη]
    rw [integral_const_mul, h, integral_univ_inv_one_add_sq, abs_of_pos hη, smul_eq_mul]
    field_simp
```

Both properties of the standard profile come from Mathlib, as `integrable_inv_one_add_sq` and `integral_univ_inv_one_add_sq`. Rescaling and multiplication by a constant carry integrability over to $L_\eta$. In the second half, `Measure.integral_comp_div` is the change of variable. It produces the Jacobian as $|\eta|$, which `abs_of_pos hη` replaces by $\eta$.

## The sum rule

Each term $a_kL_\eta(x-e_k)$ is a shifted and scaled Lorentzian, hence integrable, and a finite sum of integrable functions is integrable. The integral may then be taken term by term, and a shift by $e_k$ does not change an area:

$$\int_{-\infty}^{\infty}A_\eta(x)\,dx=\sum_k a_k\int_{-\infty}^{\infty}L_\eta(x-e_k)\,dx=\sum_k a_k\int_{-\infty}^{\infty}L_\eta(x)\,dx=\sum_k a_k .$$

```lean
/-- Spectral sum rule: for every positive broadening the spectral function is integrable over
the real line, and its integral is the sum of the weights. -/
theorem spectral_sum_rule (a e : ι → ℝ) {η : ℝ} (hη : 0 < η) :
    Integrable (spectralFunction a e η) ∧ ∫ x, spectralFunction a e η x = ∑ k, a k := by
  have hk : ∀ k, Integrable (fun x => a k * lorentzian η (x - e k)) := fun k =>
    ((lorentzian_unit_area hη).1.comp_sub_right (e k)).const_mul (a k)
  constructor
  · rw [show spectralFunction a e η = _ from funext (spectralFunction_eq_sum a e η)]
    exact integrable_finsetSum _ fun k _ => hk k
  · simp_rw [spectralFunction_eq_sum]
    rw [integral_finsetSum _ fun k _ => hk k]
    refine Finset.sum_congr rfl fun k _ => ?_
    -- shifting a line to its pole does not change its area
    rw [integral_const_mul, integral_sub_right_eq_self (lorentzian η) (e k),
      (lorentzian_unit_area hη).2, mul_one]
```

Read in words, `spectral_sum_rule` takes any real weights and poles on a finite index set and any $\eta>0$, and returns two statements joined by `∧`: integrability of $A_\eta$ with respect to Lebesgue measure, and the value of its integral. Integrability is stated separately because Lean gives a non-integrable function the integral $0$, so that for weights adding up to $0$ the equation alone would not rule out a non-integrable $A_\eta$.

In the proof, `hk` is the integrability of each term. `integral_finsetSum` exchanges sum and integral, `integral_sub_right_eq_self` is translation invariance, and `lorentzian_unit_area` supplies the factor $1$.

The theorem takes the weights as given. For a diagonal element of the fermionic one-particle Green's function in an orthonormal orbital basis, the anticommutation relations make the weights add up to $1$, but that belongs to the theory that produces the $a_k$. Time-ordered Green's functions, whose occupied and empty poles lie on opposite sides of the real axis, do not have the form assumed here.

The condition $\eta>0$ is needed. Take one pole with $e=0$ and $a=1$, and set $\eta=-1$, which evaluates $G$ below the axis. Then

$$A_{-1}(x)=-\frac{1}{\pi\,(x^2+1)},$$

whose integral is $-1$ and not $1$.

A different model would start from a finite signed measure $\mu$ on the energy axis and define the broadened function as the convolution $\int L_\eta(x-\omega)\,d\mu(\omega)$. This would include continuous spectra, and the sum rule would read $\int A_\eta\,dx=\mu(\mathbb R)$. The exchange of a finite sum with an integral would become an application of Fubini's theorem, and the link to $\operatorname{Im}G$ would have to be established for an integral over $\omega$. The finite sum used here covers discrete spectra with finitely many poles.

## Weight in a finite energy window

A calculated or measured spectrum covers a finite range of energies. For a line centred at $c$, the function $\frac1\pi\arctan\frac{y-c}{\eta}$ is an antiderivative, because by the chain rule

$$\frac{d}{dy}\,\frac1\pi\arctan\frac{y-c}{\eta}=\frac{1}{\pi\eta}\,\frac{1}{1+\bigl((y-c)/\eta\bigr)^2}=L_\eta(y-c).$$

```lean
/-- For positive `η`, the function `arctan ((y - c) / η) / π` of `y` has the Lorentzian line centred
at `c` as its derivative. -/
theorem hasDerivAt_cumulative {η : ℝ} (hη : 0 < η) (c x : ℝ) :
    HasDerivAt (fun y : ℝ => Real.arctan ((y - c) / η) / π) (lorentzian η (x - c)) x := by
  have h : HasDerivAt (fun y : ℝ => (y - c) / η) (1 / η) x :=
    ((hasDerivAt_id x).sub_const c).div_const η
  exact (h.arctan.div_const π).congr_deriv (by rw [lorentzian_eq hη]; ring)
```

Here `HasDerivAt f f' x` says that `f` has derivative `f'` at the point `x`. The rescaled form `lorentzian_eq` is used once more to recognise the result as a Lorentzian.

Summing over the poles and taking the difference between the two edges $s$ and $t$ gives

$$\int_s^t A_\eta(x)\,dx=\sum_k \frac{a_k}{\pi}\left[\arctan\frac{t-e_k}{\eta}-\arctan\frac{s-e_k}{\eta}\right].$$

```lean
/-- The oriented integral of the spectral function from `s` to `t` at positive broadening, in closed
form. -/
theorem window_weight (a e : ι → ℝ) {η : ℝ} (hη : 0 < η) (s t : ℝ) :
    ∫ x in s..t, spectralFunction a e η x =
      ∑ k, a k * ((Real.arctan ((t - e k) / η) - Real.arctan ((s - e k) / η)) / π) := by
  have hF : ∀ x ∈ Set.uIcc s t,
      HasDerivAt (fun y : ℝ => ∑ k, a k * (Real.arctan ((y - e k) / η) / π))
        (spectralFunction a e η x) x := by
    intro x _
    rw [spectralFunction_eq_sum]
    exact HasDerivAt.fun_sum fun k _ => (hasDerivAt_cumulative hη (e k) x).const_mul (a k)
  refine (intervalIntegral.integral_eq_sub_of_hasDerivAt hF
    (spectral_sum_rule a e hη).1.intervalIntegrable).trans ?_
  simp only [sub_div, mul_sub, Finset.sum_sub_distrib]
```

The integral `∫ x in s..t` is oriented, so the formula holds for either order of $s$ and $t$. The fact `hF` states that the sum of arctangents is an antiderivative of $A_\eta$. The fundamental theorem of calculus, `intervalIntegral.integral_eq_sub_of_hasDerivAt`, also asks for integrability on the interval, which is inherited from the sum rule.

The formula shows how weight leaks across the edges. A single pole of weight $1$ in the middle of a window that extends $10\eta$ to either side contributes $\frac2\pi\arctan 10\approx 0.94$, so about 6 % of its weight lies outside. A pole outside the window contributes in turn a tail inside it.

## Vanishing broadening

In this section $c$ is no longer the centre of a line but stands for a difference $t-e_k$ or $s-e_k$ between an edge and a pole. As $\eta\to0^+$ with $c>0$ fixed, the ratio $c/\eta$ grows without bound, and

$$\arctan\frac c\eta\to\frac\pi2 .$$

```lean
/-- For positive `c`, the arctangent of `c / η` tends to `π / 2` as the broadening `η`
tends to zero from above. -/
theorem arctan_limit_pos {c : ℝ} (hc : 0 < c) :
    Tendsto (fun η : ℝ => Real.arctan (c / η)) (𝓝[>] 0) (𝓝 (π / 2)) := by
  have h : Tendsto (fun η : ℝ => c / η) (𝓝[>] 0) atTop := by
    simpa only [div_eq_mul_inv] using tendsto_inv_nhdsGT_zero.const_mul_atTop hc
  exact (Real.tendsto_arctan_atTop.mono_right nhdsWithin_le_nhds).comp h
```

The symbol `𝓝[>] 0` denotes the approach to zero through positive values, and `Tendsto` expresses the limit. The proof composes the divergence of $c/\eta$ with the limit of the arctangent at $+\infty$.

For $c<0$ the arctangent is odd, so the result for $-c>0$ gives

$$\arctan\frac c\eta=-\arctan\frac{-c}{\eta}\to-\frac\pi2 .$$

```lean
/-- For negative `c`, the arctangent of `c / η` tends to `-π / 2` as the broadening `η`
tends to zero from above. -/
theorem arctan_limit_neg {c : ℝ} (hc : c < 0) :
    Tendsto (fun η : ℝ => Real.arctan (c / η)) (𝓝[>] 0) (𝓝 (-(π / 2))) := by
  have h := (arctan_limit_pos (neg_pos.2 hc)).neg
  simp only [neg_div, Real.arctan_neg, neg_neg] at h
  exact h
```

Now let $s\le t$ and suppose that no pole sits at $s$ or at $t$. Each pole falls into one of three cases:

- If $e_k<s$, both $t-e_k$ and $s-e_k$ are positive, and the bracket tends to $\frac\pi2-\frac\pi2=0$.
- If $s<e_k<t$, the first difference is positive and the second negative, and the bracket tends to $\frac\pi2+\frac\pi2=\pi$.
- If $e_k>t$, both differences are negative, and the bracket tends to $-\frac\pi2+\frac\pi2=0$.

After multiplication by $a_k/\pi$, only the poles inside the window survive:

$$\lim_{\eta\to0^+}\int_s^tA_\eta(x)\,dx=\sum_{k:\;s<e_k<t}a_k .$$

```lean
/-- If no pole lies on an edge of the energy window from `s` to `t`, the spectral weight in the
window tends, as the broadening vanishes, to the sum of the weights of the poles inside. -/
theorem window_weight_limit (a e : ι → ℝ) {s t : ℝ} (hst : s ≤ t)
    (hs : ∀ k, e k ≠ s) (ht : ∀ k, e k ≠ t) :
    Tendsto (fun η : ℝ => ∫ x in s..t, spectralFunction a e η x) (𝓝[>] 0)
      (𝓝 (∑ k, if s < e k ∧ e k < t then a k else 0)) := by
  have hlim : Tendsto (fun η : ℝ => ∑ k, a k *
      ((Real.arctan ((t - e k) / η) - Real.arctan ((s - e k) / η)) / π)) (𝓝[>] 0)
      (𝓝 (∑ k, if s < e k ∧ e k < t then a k else 0)) := by
    refine tendsto_finsetSum _ fun k _ => ?_
    rcases lt_or_gt_of_ne (hs k) with h | h
    · -- pole below the window
      have hl := (((arctan_limit_pos (sub_pos.2 (h.trans_le hst))).sub
        (arctan_limit_pos (sub_pos.2 h))).div_const π).const_mul (a k)
      rw [sub_self, zero_div, mul_zero] at hl
      rw [if_neg (fun h' => lt_asymm h h'.1)]
      exact hl
    · rcases lt_or_gt_of_ne (ht k) with h2 | h2
      · -- pole inside the window
        have hl := (((arctan_limit_pos (sub_pos.2 h2)).sub
          (arctan_limit_neg (sub_neg.2 h))).div_const π).const_mul (a k)
        rw [show π / 2 - -(π / 2) = π by ring, div_self Real.pi_ne_zero, mul_one] at hl
        rw [if_pos ⟨h, h2⟩]
        exact hl
      · -- pole above the window
        have hl := (((arctan_limit_neg (sub_neg.2 h2)).sub
          (arctan_limit_neg (sub_neg.2 h))).div_const π).const_mul (a k)
        rw [sub_self, zero_div, mul_zero] at hl
        rw [if_neg (fun h' => lt_asymm h2 h'.2)]
        exact hl
  refine hlim.congr' ?_
  filter_upwards [self_mem_nhdsWithin] with η hη
  exact (window_weight a e hη s t).symm

end

end LorentzianBroadening
```

In the statement, the restricted sum is written as a sum over all $k$ with an `if`, which gives $a_k$ for a pole inside the window and $0$ otherwise. The hypotheses `hs` and `ht` keep the poles off the edges. The two uses of `lt_or_gt_of_ne` generate the three cases, and in each of them the limits of the two arctangents are subtracted, divided by $\pi$ and multiplied by $a_k$. `tendsto_finsetSum` adds the finitely many limits. This proves the limit for the closed formula, and the last lines transfer it to the integral, since `window_weight` makes the two equal for every $\eta>0$.

The condition on the edges matters as well. With one pole at $e=0$ of weight $1$ and the window from $0$ to $1$, the weight is $\frac1\pi\arctan\frac1\eta$, which tends to $\frac12$, whereas the sum over poles strictly inside is $0$. Half of the line stays on each side of the edge, however narrow it becomes.

For a finite set of poles, then, an integrated spectrum can be compared with $\sum_k a_k$ at any width if the range is the whole axis. Over a finite range, the difference from the weight of the enclosed poles is in general not zero at finite $\eta$, and the arctangent formula gives its size.

```lean
#print axioms LorentzianBroadening.spectralFunction_eq_sum
#print axioms LorentzianBroadening.window_weight_limit
```

```
'LorentzianBroadening.spectralFunction_eq_sum' depends on axioms: [propext, Classical.choice, Quot.sound]
'LorentzianBroadening.window_weight_limit' depends on axioms: [propext, Classical.choice, Quot.sound]
```
